# No differentiable mixing angle removes both derivative couplings of the tangent states on a sphere

## Two real states and their couplings

Let θ be the polar and φ the azimuthal angle on the unit sphere. They stand for two nuclear coordinates. An electronic state is written as a real three-component vector, whose components are its coefficients in an orthonormal basis that does not depend on θ or φ. The two states are the polar and azimuthal unit tangent vectors:

u = (cos θ cos φ, cos θ sin φ, −sin θ)

v = (−sin φ, cos φ, 0)

The third orthonormal state is the radial vector

n = (sin θ cos φ, sin θ sin φ, cos θ),

and the two-state model leaves it out. A mixing angle a(θ,φ) rotates the retained pair into

e₁ = (cos a) u + (sin a) v

e₂ = −(sin a) u + (cos a) v.

The derivative couplings of the rotated pair are

D_θ = e₁ · ∂e₂/∂θ and D_φ = e₁ · ∂e₂/∂φ.

Where the states are differentiable, exchanging e₁ and e₂ only changes the sign of a coupling, because e₁ · e₂ = 0. It is therefore enough to ask whether D_θ and D_φ vanish. The derivatives are taken with respect to the coordinates, not arc length; for 0 < θ < π this makes no difference to whether they vanish.

In nonadiabatic dynamics, a set of electronic states is called strictly diabatic if its derivative couplings vanish. Practical methods often settle for states whose couplings are merely small. This real two-state model, truncated from three states, is a case in which no differentiable rotation of the pair makes it strictly diabatic.

## The obstruction is local

Take any open coordinate rectangle θ₁ < θ < θ₂, φ₁ < φ < φ₂ with 0 ≤ θ₁ and θ₂ ≤ π. No angle a that is differentiable in each coordinate makes D_θ and D_φ vanish throughout it. This is `no_diabatic_angle_on_rectangle`. The result for the whole strip 0 < θ < π, φ real, is `no_global_diabatic_angle`.

Since the rectangle may be arbitrarily small and stay away from the poles, the obstruction does not come from the topology of the sphere. Nor is a required to be periodic in φ.

In Lean, a state at a point has type `Fin 3 → ℝ`, and `⬝ᵥ` is the dot product. The functions `polar`, `azimuthal` and `radial` are u, v and n, while `first a` and `second a` are e₁ and e₂. In `couplingTheta f g` and `couplingPhi f g` the derivative acts on the second state, `g`, which fixes the signs. `RemovesCouplingsAt a θ φ` says that both couplings vanish at one point, and `Ioo` denotes an open interval. The rectangle theorem assumes differentiability along each coordinate separately; the strip theorem assumes joint differentiability in (θ,φ).

The model contains no Hamiltonian and no energies: the states are given as explicit functions. Only real rotations within this pair are considered, so the theorems do not settle whether other sets of electronic states can be made diabatic.

## How a rotation changes a coupling

Follow the pair along one coordinate t, write a prime for d/dt, and set τ = u · v′. Differentiating u · u = 1, v · v = 1 and u · v = 0 gives

u · u′ = 0, v · v′ = 0, v · u′ = −τ.

The derivative of the second rotated state is

e₂′ = −(sin a) u′ − a′(cos a) u + (cos a) v′ − a′(sin a) v.

Taking the dot product with e₁ yields

e₁ · e₂′ = cos²a (τ − a′) + sin²a (τ − a′) = τ − a′.

For the tangent pair, v does not depend on θ, so τ = 0 along θ. Along φ,

u · ∂v/∂φ = −cos θ cos²φ − cos θ sin²φ = −cos θ.

Hence

D_θ = −∂a/∂θ

D_φ = −cos θ − ∂a/∂φ.

## The contradiction between two latitudes

Suppose both couplings vanish on the rectangle. Choose x < y strictly between θ₁ and θ₂. For each φ in the open interval, the mean value theorem provides a point c between x and y with

a(y,φ) − a(x,φ) = (y − x) ∂a/∂θ(c,φ) = 0.

So a(x,φ) = a(y,φ) for every φ between φ₁ and φ₂. Two functions of φ that agree on an open interval have the same derivative at any point m of it. But D_φ = 0 requires these derivatives to be −cos x and −cos y. Thus cos x = cos y, which is impossible because cosine is strictly decreasing on [0,π]. No second derivative of a is needed.

## What can be removed, and what was discarded

The azimuthal coupling alone can be removed. For a = −φ cos θ,

∂a/∂φ = −cos θ and ∂a/∂θ = φ sin θ,

so D_φ = 0 and D_θ = −φ sin θ. This angle is not periodic in φ: a full turn rotates the pair by −2π cos θ. For 0 < θ < π the rotated vectors therefore return to themselves only on the equator. Where cos θ = ±1/2 both vectors change sign, which leaves the physical states unchanged. At all remaining latitudes the physical states too are not single-valued around the circle.

The discarded radial state is coupled to the retained pair:

n · ∂u/∂θ = −sin²θ (cos²φ + sin²φ) − cos²θ = −1

n · ∂v/∂φ = −sin θ (cos²φ + sin²φ) = −sin θ.

The truncation drops these couplings. With all three states kept, one could rotate to the fixed Cartesian unit vectors, which have no derivative couplings at all.

## A discontinuous angle without the differentiability hypothesis

Let r(θ) be 1 for rational θ and 0 for irrational θ, and take

a(θ,φ) = −φ cos θ + r(θ).

This angle is differentiable in φ, and D_φ = 0. In θ it jumps at every point, so e₂ is discontinuous in θ and has no θ derivative anywhere. Lean's `deriv` returns 0 where a derivative does not exist, so `couplingTheta` is 0 as well and `RemovesCouplingsAt` holds everywhere. Without differentiability in θ the formal statement would therefore be false, although physically the coupling is undefined here, not removed.

## The complete Lean file

```lean
import Mathlib

open Real Set Matrix

namespace SphereDiabatization

noncomputable section

/-- The polar unit tangent vector on the sphere, as a real three-component state. -/
def polar (θ φ : ℝ) : Fin 3 → ℝ := ![cos θ * cos φ, cos θ * sin φ, -sin θ]

/-- The azimuthal unit tangent vector on the sphere. -/
def azimuthal (_θ φ : ℝ) : Fin 3 → ℝ := ![-sin φ, cos φ, 0]

/-- The radial unit vector, the state left out of the two-state truncation. -/
def radial (θ φ : ℝ) : Fin 3 → ℝ := ![sin θ * cos φ, sin θ * sin φ, cos θ]

/-- The derivative coupling of two states along the polar coordinate. -/
def couplingTheta (f g : ℝ → ℝ → Fin 3 → ℝ) (θ φ : ℝ) : ℝ :=
  f θ φ ⬝ᵥ deriv (fun t => g t φ) θ

/-- The derivative coupling of two states along the azimuthal coordinate. -/
def couplingPhi (f g : ℝ → ℝ → Fin 3 → ℝ) (θ φ : ℝ) : ℝ :=
  f θ φ ⬝ᵥ deriv (fun s => g θ s) φ

/-- The first state of the tangent pair rotated by the mixing angle `a`. -/
def first (a : ℝ → ℝ → ℝ) (θ φ : ℝ) : Fin 3 → ℝ :=
  cos (a θ φ) • polar θ φ + sin (a θ φ) • azimuthal θ φ

/-- The second state of the tangent pair rotated by the mixing angle `a`. -/
def second (a : ℝ → ℝ → ℝ) (θ φ : ℝ) : Fin 3 → ℝ :=
  (-sin (a θ φ)) • polar θ φ + cos (a θ φ) • azimuthal θ φ

/-- Both derivative couplings of the rotated pair vanish at the point `(θ, φ)`. -/
def RemovesCouplingsAt (a : ℝ → ℝ → ℝ) (θ φ : ℝ) : Prop :=
  couplingTheta (first a) (second a) θ φ = 0 ∧ couplingPhi (first a) (second a) θ φ = 0

/-- Rotating an orthonormal pair of real states by an angle `α` along a curve subtracts
the derivative of `α` from their derivative coupling. -/
theorem coupling_rotation {n : ℕ} {p q : ℝ → Fin n → ℝ} {p' q' : Fin n → ℝ}
    {α : ℝ → ℝ} {α' t : ℝ} (hp : HasDerivAt p p' t) (hq : HasDerivAt q q' t)
    (hα : HasDerivAt α α' t) (hpp : ∀ s, p s ⬝ᵥ p s = 1) (hqq : ∀ s, q s ⬝ᵥ q s = 1)
    (hpq : ∀ s, p s ⬝ᵥ q s = 0) :
    (cos (α t) • p t + sin (α t) • q t) ⬝ᵥ
      deriv (fun s => (-sin (α s)) • p s + cos (α s) • q s) t = p t ⬝ᵥ q' - α' := by
  have dot : ∀ {f g : ℝ → Fin n → ℝ} {f' g' : Fin n → ℝ}, HasDerivAt f f' t →
      HasDerivAt g g' t →
      HasDerivAt (fun s => f s ⬝ᵥ g s) (f' ⬝ᵥ g t + f t ⬝ᵥ g') t := by
    intro f g f' g' hf hg
    simp only [dotProduct]
    rw [← Finset.sum_add_distrib]
    exact HasDerivAt.fun_sum fun i _ => (hasDerivAt_pi.1 hf i).fun_mul (hasDerivAt_pi.1 hg i)
  -- differentiate the three orthonormality relations
  have e1 : p' ⬝ᵥ p t + p t ⬝ᵥ p' = 0 :=
    (dot hp hp).unique (by simp only [hpp]; exact hasDerivAt_const t (1 : ℝ))
  have e2 : q' ⬝ᵥ q t + q t ⬝ᵥ q' = 0 :=
    (dot hq hq).unique (by simp only [hqq]; exact hasDerivAt_const t (1 : ℝ))
  have e3 : p' ⬝ᵥ q t + p t ⬝ᵥ q' = 0 :=
    (dot hp hq).unique (by simp only [hpq]; exact hasDerivAt_const t (0 : ℝ))
  rw [dotProduct_comm p' (p t)] at e1
  rw [dotProduct_comm q' (q t)] at e2
  rw [dotProduct_comm p' (q t)] at e3
  have h1 : p t ⬝ᵥ p' = 0 := by linarith
  have h2 : q t ⬝ᵥ q' = 0 := by linarith
  have h3 : q t ⬝ᵥ p' = -(p t ⬝ᵥ q') := by linarith
  have h4 : q t ⬝ᵥ p t = 0 := by rw [dotProduct_comm]; exact hpq t
  have hd : HasDerivAt (fun s => (-sin (α s)) • p s + cos (α s) • q s)
      (((-sin (α t)) • p' + (-(cos (α t) * α')) • p t) +
        (cos (α t) • q' + (-sin (α t) * α') • q t)) t :=
    (hα.sin.neg.smul hp).add (hα.cos.smul hq)
  rw [hd.deriv]
  simp only [add_dotProduct, dotProduct_add, smul_dotProduct, dotProduct_smul, smul_eq_mul]
  rw [hpp t, hqq t, hpq t, h1, h2, h3, h4]
  linear_combination (p t ⬝ᵥ q' - α') * sin_sq_add_cos_sq (α t)

/-- The polar and azimuthal states are orthonormal at every point. -/
theorem tangent_orthonormal (θ φ : ℝ) :
    polar θ φ ⬝ᵥ polar θ φ = 1 ∧ azimuthal θ φ ⬝ᵥ azimuthal θ φ = 1 ∧
      polar θ φ ⬝ᵥ azimuthal θ φ = 0 := by
  simp only [dotProduct, Fin.sum_univ_three]
  refine ⟨?_, ?_, ?_⟩
  · change cos θ * cos φ * (cos θ * cos φ) + cos θ * sin φ * (cos θ * sin φ)
      + -sin θ * -sin θ = 1
    linear_combination cos θ ^ 2 * sin_sq_add_cos_sq φ + sin_sq_add_cos_sq θ
  · change -sin φ * -sin φ + cos φ * cos φ + 0 * 0 = 1
    linear_combination sin_sq_add_cos_sq φ
  · change cos θ * cos φ * -sin φ + cos θ * sin φ * cos φ + -sin θ * 0 = 0
    ring

/-- The derivatives of the two tangent states along the polar coordinate. -/
theorem tangent_deriv_theta (θ φ : ℝ) :
    HasDerivAt (fun t => polar t φ) ![-sin θ * cos φ, -sin θ * sin φ, -cos θ] θ ∧
      HasDerivAt (fun t => azimuthal t φ) 0 θ := by
  refine ⟨hasDerivAt_pi.2 fun i => ?_, hasDerivAt_const θ (azimuthal θ φ)⟩
  fin_cases i
  · exact (Real.hasDerivAt_cos θ).mul_const (cos φ)
  · exact (Real.hasDerivAt_cos θ).mul_const (sin φ)
  · exact (Real.hasDerivAt_sin θ).neg

/-- The derivatives of the two tangent states along the azimuthal coordinate. -/
theorem tangent_deriv_phi (θ φ : ℝ) :
    HasDerivAt (fun s => polar θ s) ![cos θ * -sin φ, cos θ * cos φ, 0] φ ∧
      HasDerivAt (fun s => azimuthal θ s) ![-cos φ, -sin φ, 0] φ := by
  refine ⟨hasDerivAt_pi.2 fun i => ?_, hasDerivAt_pi.2 fun i => ?_⟩
  · fin_cases i
    · exact (Real.hasDerivAt_cos φ).const_mul (cos θ)
    · exact (Real.hasDerivAt_sin φ).const_mul (cos θ)
    · exact hasDerivAt_const φ (-sin θ)
  · fin_cases i
    · exact (Real.hasDerivAt_sin φ).neg
    · exact Real.hasDerivAt_cos φ
    · exact hasDerivAt_const φ (0 : ℝ)

/-- The polar coupling of the rotated pair is minus the polar derivative of the angle. -/
theorem rotated_coupling_theta (a : ℝ → ℝ → ℝ) (θ φ : ℝ)
    (ha : DifferentiableAt ℝ (fun t => a t φ) θ) :
    couplingTheta (first a) (second a) θ φ = -deriv (fun t => a t φ) θ := by
  have h := coupling_rotation (tangent_deriv_theta θ φ).1 (tangent_deriv_theta θ φ).2
    ha.hasDerivAt (fun s => (tangent_orthonormal s φ).1)
    (fun s => (tangent_orthonormal s φ).2.1) (fun s => (tangent_orthonormal s φ).2.2)
  exact h.trans (by rw [dotProduct_zero, zero_sub])

/-- The azimuthal coupling of the rotated pair is `-cos θ` minus the azimuthal derivative
of the angle. -/
theorem rotated_coupling_phi (a : ℝ → ℝ → ℝ) (θ φ : ℝ)
    (ha : DifferentiableAt ℝ (a θ) φ) :
    couplingPhi (first a) (second a) θ φ = -cos θ - deriv (a θ) φ := by
  have h := coupling_rotation (tangent_deriv_phi θ φ).1 (tangent_deriv_phi θ φ).2
    ha.hasDerivAt (fun s => (tangent_orthonormal θ s).1)
    (fun s => (tangent_orthonormal θ s).2.1) (fun s => (tangent_orthonormal θ s).2.2)
  have hdot : polar θ φ ⬝ᵥ ![-cos φ, -sin φ, 0] = -cos θ := by
    rw [dotProduct, Fin.sum_univ_three]
    change cos θ * cos φ * -cos φ + cos θ * sin φ * -sin φ + -sin θ * 0 = -cos θ
    linear_combination -cos θ * sin_sq_add_cos_sq φ
  exact h.trans (congrArg (fun x => x - deriv (a θ) φ) hdot)

/-- On no coordinate rectangle of the sphere, however small, does a mixing angle
differentiable in each coordinate remove both derivative couplings of the tangent pair. -/
theorem no_diabatic_angle_on_rectangle {θ₁ θ₂ φ₁ φ₂ : ℝ} (h0 : 0 ≤ θ₁) (hθ : θ₁ < θ₂)
    (hπ : θ₂ ≤ π) (hφ : φ₁ < φ₂) :
    ¬ ∃ a : ℝ → ℝ → ℝ, ∀ θ ∈ Ioo θ₁ θ₂, ∀ φ ∈ Ioo φ₁ φ₂,
      DifferentiableAt ℝ (fun t => a t φ) θ ∧ DifferentiableAt ℝ (a θ) φ ∧
        RemovesCouplingsAt a θ φ := by
  rintro ⟨a, h⟩
  obtain ⟨x, hx1, hx2⟩ := exists_between hθ
  obtain ⟨y, hxy, hy2⟩ := exists_between hx2
  obtain ⟨m, hm⟩ := exists_between hφ
  -- a vanishing polar coupling makes the angle independent of `θ`
  have hconst : ∀ φ ∈ Ioo φ₁ φ₂, a x φ = a y φ := by
    intro φ hφ'
    have hdiff : ∀ t ∈ Icc x y, DifferentiableAt ℝ (fun t => a t φ) t := fun t ht =>
      (h t ⟨lt_of_lt_of_le hx1 ht.1, lt_of_le_of_lt ht.2 hy2⟩ φ hφ').1
    obtain ⟨c, hc, hslope⟩ := exists_deriv_eq_slope (fun t => a t φ) hxy
      (fun t ht => (hdiff t ht).continuousAt.continuousWithinAt)
      (fun t ht => (hdiff t (Ioo_subset_Icc_self ht)).differentiableWithinAt)
    obtain ⟨hd, -, hz, -⟩ := h c ⟨hx1.trans hc.1, hc.2.trans hy2⟩ φ hφ'
    rw [rotated_coupling_theta a c φ hd, neg_eq_zero] at hz
    rw [hz, eq_div_iff (sub_pos.2 hxy).ne', zero_mul] at hslope
    linarith
  -- its azimuthal derivative is then the same at the two latitudes
  have hev : a x =ᶠ[nhds m] a y :=
    Filter.eventually_of_mem (Ioo_mem_nhds hm.1 hm.2) hconst
  have hderiv := hev.deriv_eq
  obtain ⟨-, hdx, -, hzx⟩ := h x ⟨hx1, hx2⟩ m hm
  obtain ⟨-, hdy, -, hzy⟩ := h y ⟨hx1.trans hxy, hy2⟩ m hm
  rw [rotated_coupling_phi a x m hdx] at hzx
  rw [rotated_coupling_phi a y m hdy] at hzy
  have hcos : cos y < cos x := Real.strictAntiOn_cos
    ⟨by linarith, by linarith⟩ ⟨by linarith, by linarith⟩ hxy
  linarith

/-- No differentiable mixing angle on `0 < θ < π`, `φ` real, removes both derivative
couplings of the tangent pair. -/
theorem no_global_diabatic_angle :
    ¬ ∃ a : ℝ → ℝ → ℝ, ∀ θ ∈ Ioo 0 π, ∀ φ : ℝ,
      DifferentiableAt ℝ (fun x : ℝ × ℝ => a x.1 x.2) (θ, φ) ∧
        RemovesCouplingsAt a θ φ := by
  rintro ⟨a, h⟩
  refine no_diabatic_angle_on_rectangle le_rfl Real.pi_pos le_rfl zero_lt_one
    ⟨a, fun θ hθ φ _ => ⟨?_, ?_, (h θ hθ φ).2⟩⟩
  · have h1 : DifferentiableAt ℝ (fun t : ℝ => (t, φ)) θ := by fun_prop
    exact DifferentiableAt.comp (f := fun t : ℝ => (t, φ)) θ (h θ hθ φ).1 h1
  · have h1 : DifferentiableAt ℝ (fun s : ℝ => (θ, s)) φ := by fun_prop
    exact DifferentiableAt.comp (f := fun s : ℝ => (θ, s)) φ (h θ hθ φ).1 h1

/-- The mixing angle `-φ cos θ`. -/
def latitudeAngle (θ φ : ℝ) : ℝ := -(φ * cos θ)

/-- The angle `-φ cos θ` removes the azimuthal coupling everywhere and leaves the polar
coupling `-φ sin θ`. -/
theorem one_coupling_removable (θ φ : ℝ) :
    couplingPhi (first latitudeAngle) (second latitudeAngle) θ φ = 0 ∧
      couplingTheta (first latitudeAngle) (second latitudeAngle) θ φ = -(φ * sin θ) := by
  have h1 : HasDerivAt (latitudeAngle θ) (-cos θ) φ :=
    ((hasDerivAt_id φ).mul_const (cos θ)).neg.congr_deriv (by ring)
  have h2 : HasDerivAt (fun t => latitudeAngle t φ) (φ * sin θ) θ :=
    ((Real.hasDerivAt_cos θ).const_mul φ).neg.congr_deriv (by ring)
  constructor
  · rw [rotated_coupling_phi _ _ _ h1.differentiableAt, h1.deriv, sub_self]
  · rw [rotated_coupling_theta _ _ _ h2.differentiableAt, h2.deriv]

/-- The radial state has polar coupling `-1` to the polar state and azimuthal coupling
`-sin θ` to the azimuthal state. -/
theorem radial_couplings (θ φ : ℝ) :
    couplingTheta radial polar θ φ = -1 ∧ couplingPhi radial azimuthal θ φ = -sin θ := by
  constructor
  · rw [couplingTheta, (tangent_deriv_theta θ φ).1.deriv, dotProduct, Fin.sum_univ_three]
    change sin θ * cos φ * (-sin θ * cos φ) + sin θ * sin φ * (-sin θ * sin φ)
      + cos θ * -cos θ = -1
    linear_combination -sin θ ^ 2 * sin_sq_add_cos_sq φ - sin_sq_add_cos_sq θ
  · rw [couplingPhi, (tangent_deriv_phi θ φ).2.deriv, dotProduct, Fin.sum_univ_three]
    change sin θ * cos φ * -cos φ + sin θ * sin φ * -sin φ + cos θ * 0 = -sin θ
    linear_combination -sin θ * sin_sq_add_cos_sq φ

end

end SphereDiabatization
```

```lean
#print axioms SphereDiabatization.no_diabatic_angle_on_rectangle
#print axioms SphereDiabatization.no_global_diabatic_angle
#print axioms SphereDiabatization.one_coupling_removable
#print axioms SphereDiabatization.radial_couplings
```

```
'SphereDiabatization.no_diabatic_angle_on_rectangle' depends on axioms: [propext, Classical.choice, Quot.sound]
'SphereDiabatization.no_global_diabatic_angle' depends on axioms: [propext, Classical.choice, Quot.sound]
'SphereDiabatization.one_coupling_removable' depends on axioms: [propext, Classical.choice, Quot.sound]
'SphereDiabatization.radial_couplings' depends on axioms: [propext, Classical.choice, Quot.sound]
```

## How the Lean proof follows the calculation

`coupling_rotation` proves the rule τ − a′ for an orthonormal pair of real states with any finite number of components, at a point of the curve where the states and the angle are differentiable. Its internal lemma `dot` is the product rule for dot products. The equations `e1`, `e2` and `e3` come from differentiating the orthonormality relations: each dot product is constant, and uniqueness of the derivative makes the product-rule expression zero. The statement `hd` is the formula for e₂′. After the dot product is expanded, the final `linear_combination` uses sin²a + cos²a = 1.

`tangent_orthonormal` checks that u and v satisfy the assumptions of this rule. `tangent_deriv_theta` and `tangent_deriv_phi` compute their derivatives component by component. Inserting these results gives `rotated_coupling_theta` and `rotated_coupling_phi`, the two formulas for D_θ and D_φ.

In `no_diabatic_angle_on_rectangle`, `exists_between` supplies x, y and m. The step `hconst` shows that a(x,φ) = a(y,φ), with `exists_deriv_eq_slope` as the mean value theorem. The equality holds in a neighbourhood of m, which is recorded in `hev`, and `hev.deriv_eq` turns it into equality of the φ derivatives. `Real.strictAntiOn_cos` gives cos y < cos x, and `linarith` closes the contradiction.

`no_global_diabatic_angle` applies the rectangle theorem to 0 < θ < π, 0 < φ < 1. Composing a with the lines t ↦ (t,φ) and s ↦ (θ,s) turns joint differentiability into differentiability in each coordinate.

`one_coupling_removable` differentiates `latitudeAngle`, the angle −φ cos θ, and substitutes into the two coupling formulas. `radial_couplings` inserts the derivatives of u and v and simplifies the component sums with sin² + cos² = 1.
